# On an $N$-point mesh the discrete winding of $e^{imk}$ is $m$ reduced modulo $N$ into $(-N/2,\,N/2]$

Take the loop $h(k)=e^{2ik}$, which circles the origin twice anticlockwise as $k$ runs from $0$ to $2\pi$, and sample it at $k=0,\ 2\pi/3,\ 4\pi/3$ and again at $2\pi$. The samples are $1,\ e^{4\pi i/3},\ e^{8\pi i/3}=e^{2\pi i/3}$ and $1$. The true phase advance per step is $4\pi/3$. A code that takes the principal argument of the product of a sample with the conjugate of the previous one sees $4\pi/3-2\pi=-2\pi/3$. Three such steps add up to $-2\pi$, and the code reports winding $-1$. The output is an exact integer with the wrong size and the wrong sign. The samples coincide with those of $e^{-ik}$, so no processing of these numbers alone could tell the two loops apart. Three points is the smallest mesh on which a harmonic of positive winding comes out negative.

## The reduction of $m$ modulo $N$

Let $h(k)$ be the off-diagonal Bloch element of a chiral two-band chain,
$$H(k)=\begin{pmatrix}0&\overline{h(k)}\\ h(k)&0\end{pmatrix},$$
with band energies $\pm|h(k)|$. The continuum winding number is
$$\nu[h]=\frac{1}{2\pi i}\int_0^{2\pi}\frac{h'(k)}{h(k)}\,dk .$$
For a mesh of $N$ points put $k_j=2\pi j/N$, define the links $U_j=h(k_{j+1})\,\overline{h(k_j)}$ for $j=0,\dots,N-1$, and define the discrete winding
$$\nu_N[h]=\frac{1}{2\pi}\sum_{j=0}^{N-1}\arg U_j,\qquad \arg\in(-\pi,\pi].$$

The model loop is the single harmonic $h(k)=c\,e^{imk}$ with an integer $m$ and a complex amplitude $c\neq0$. It describes a chain whose only hopping connects the two sublattices across $m$ unit cells. The integer $m$ makes $h$ periodic over the Brillouin zone, and $c\neq0$ keeps the flat bands $\pm|c|$ separated by a gap. For this loop $\nu=m$, and for any integer $r$
$$-N<2(m-Nr)\le N\quad\Longrightarrow\quad \nu_N=m-Nr .$$
The condition on the left, called the window below, says that the phase step per link, after $r$ full turns are removed, lies on the principal branch of the argument. The symmetric condition $2|m-Nr|<N$ is a special case. For every $m$ and every $N\ge1$ the choice $r=\lfloor(2m+N-1)/2N\rfloor$ lies in the window, which gives a closed formula. One bound holds for an arbitrary loop, harmonic or not:
$$-\frac N2<\nu_N[h]\le\frac N2\qquad(N\ge1).$$
For the harmonic, $\nu_N=m$ exactly when $-N<2m\le N$, and for $N/2<m<N$ the result is $m-N<0$.

## Winding numbers computed from sampled Bloch elements

A tight-binding code that classifies a non-interacting chiral two-band chain can evaluate $h$ on a $k$-mesh and sum the principal phase differences; the sum divided by $2\pi$ is $\nu_N$. The procedure assumes that the true phase advance across each link lies in $(-\pi,\pi]$. The single harmonic is a simple case in which this assumption can be tested in closed form, because every link carries the same phase step.

The SSH chain has $h(k)=v+we^{ik}$ with intracell hopping $v$ and intercell hopping $w$. Its two fully dimerised limits are harmonics: $w=0$ gives $m=0$ and $v=0$ gives $m=1$. The criterion $-N<2m\le N$ makes $m=0$ correct on every mesh and $m=1$ correct for $N\ge2$. With the opposite orientation, $m=-1$, it needs $N\ge3$, and on two points the result is $+1$. A single harmonic of longer range has a larger $|m|$ and needs a finer mesh. For $m=2$ the closed formula gives:

| $N$ | 1 | 2 | 3 | $\ge4$ |
|---|---|---|---|---|
| $r$ | 2 | 1 | 1 | 0 |
| $\nu_N$ | 0 | 0 | $-1$ | 2 |

Three checks that a code might apply can miss an aliased harmonic. An integer output is no evidence of convergence, since $m-Nr$ is always an integer. Small link angles are no evidence either, since for $m=Nr$ with $r\neq0$ every link has argument zero and the output is $0$ instead of $m$. Agreement under mesh doubling can also mislead: for $m=2Nq$ with an integer $q\neq0$, the window formula gives $0$ on $N$ points (with $r=2q$) and $0$ on $2N$ points (with $r=q$). The general bound supplies a necessary condition for any loop: an $N$-point mesh never returns a value above $N/2$ or at or below $-N/2$, so a larger winding cannot be reproduced. The closed formula can serve as reference data for a winding routine on harmonics with $2(m-Nr)<N$, where no link lies on the branch cut, provided the floor is implemented as a floor. Division that truncates toward zero gives $r=0$ for $m=-2$, $N=3$, where the floor is $-1$.

## From the link phase to the window

**Step 1.** For $h=c\,e^{imk}$ one has $h'=imc\,e^{imk}$. Since $c\neq0$ and the exponential never vanishes, $h'/h=im$. The integral of this constant over $[0,2\pi]$ is $2\pi im$, and division by $2\pi i$ gives $\nu=m$.

**Step 2.** Using $\overline{e^{imk}}=e^{-imk}$ and $k_{j+1}-k_j=2\pi/N$,
$$U_j=c\,\bar c\;e^{imk_{j+1}}e^{-imk_j}=|c|^2e^{2\pi im/N}.$$
Define $\theta=2\pi(m-Nr)/N$ for an integer $r$. Then $2\pi m/N=\theta+2\pi r$, so $U_j=|c|^2e^{i\theta}$ for every $j$ and every $r$.

**Step 3.** Multiplying $-N<2(m-Nr)\le N$ by $\pi/N>0$ gives $-\pi<\theta\le\pi$. The factor $|c|^2$ is positive and does not change the argument, so $\arg U_j=\theta$. The $N$ equal terms sum to $N\theta=2\pi(m-Nr)$, hence $\nu_N=m-Nr$. The window also implies $-N<N$, so $N\ge1$ follows from it.

**Step 4.** Divide with remainder: $2m+N-1=2Nr+s$ with $0\le s<2N$. Then $2(m-Nr)=s-N+1$, which is at least $-N+1$ and at most $N$. The quotient $r=\lfloor(2m+N-1)/2N\rfloor$ therefore satisfies the window.

**Step 5.** For any loop each term obeys $-\pi<\arg U_j\le\pi$. Summing $N\ge1$ terms gives $-N\pi<\sum_j\arg U_j\le N\pi$, and division by $2\pi$ gives the bound. If a harmonic has $\nu_N=m$, the bound reads $-N<2m\le N$. Conversely, these inequalities are the window for $r=0$.

**Step 6.** Let $N<2m$ and $m<N$, and take $r=1$. Then $2(m-N)>-N$ from the first inequality and $2(m-N)<0\le N$ from the second. So $\nu_N=m-N<0$, while $m>N/2\ge0$. The range $N/2<m<N$ contains an integer only from $N=3$ on, where $m=2$ gives $-1$.

## The namespace `WindingAliasing`

```lean
import Mathlib

open Complex
open scoped Real ComplexConjugate

namespace WindingAliasing

noncomputable section

/-- The loop `h(k) = c exp(i m k)`, a single harmonic of amplitude `c` in the off-diagonal
Bloch element of a chiral two-band chain. -/
def harmonic (c : ℂ) (m : ℤ) (k : ℝ) : ℂ := c * exp (I * m * k)

/-- The continuum winding number `(1 / 2πi) ∫₀^{2π} h'(k) / h(k) dk`. -/
def windingNumber (h : ℝ → ℂ) : ℂ :=
  (∫ k in (0 : ℝ)..(2 * π), deriv h k / h k) / (2 * π * I)

/-- The uniform mesh point `k_j = 2π j / N`. -/
def mesh (N j : ℕ) : ℝ := 2 * π * j / N

/-- The link variable `h(k_{j+1}) conj h(k_j)` between neighbouring mesh points. -/
def link (h : ℝ → ℂ) (N j : ℕ) : ℂ := h (mesh N (j + 1)) * conj (h (mesh N j))

/-- The discrete winding: the principal arguments of the `N` links, summed and divided
by `2π`. -/
def discreteWinding (h : ℝ → ℂ) (N : ℕ) : ℝ :=
  (∑ j ∈ Finset.range N, arg (link h N j)) / (2 * π)

/-- The continuum winding number of `c exp(i m k)` with `c ≠ 0` is `m`. -/
theorem windingNumber_harmonic {c : ℂ} (hc : c ≠ 0) (m : ℤ) :
    windingNumber (harmonic c m) = m := by
  have hd : ∀ k : ℝ,
      HasDerivAt (harmonic c m) (c * (exp (I * m * k) * (I * m))) k := by
    intro k
    have h1 : HasDerivAt (fun y : ℝ => I * m * (y : ℂ)) (I * m) k := by
      simpa using ((hasDerivAt_id (k : ℂ)).const_mul (I * m)).comp_ofReal
    exact h1.cexp.const_mul c
  -- the logarithmic derivative is the constant `i m`
  have hlog : ∀ k : ℝ, deriv (harmonic c m) k / harmonic c m k = I * m := by
    intro k
    have he := exp_ne_zero (I * m * k)
    rw [(hd k).deriv, harmonic, div_eq_iff (mul_ne_zero hc he)]
    ring
  simp only [windingNumber, hlog, intervalIntegral.integral_const]
  rw [div_eq_iff two_pi_I_ne_zero, real_smul]
  push_cast
  ring

/-- Every link of `c exp(i m k)` on an `N`-point mesh equals `|c|² exp(2πi (m - N r) / N)`,
for any integer `r`. -/
theorem link_harmonic (c : ℂ) (m r : ℤ) {N : ℕ} (hN : 0 < N) (j : ℕ) :
    link (harmonic c m) N j =
      (normSq c : ℂ) * exp (((2 * π * ((m : ℝ) - N * r) / N : ℝ) : ℂ) * I) := by
  have hN' : (N : ℂ) ≠ 0 := by exact_mod_cast hN.ne'
  have hc : ∀ k : ℝ, conj (exp (I * m * k)) = exp (-(I * m * k)) := by
    intro k
    rw [← exp_conj]
    congr 1
    simp
  -- the two phases differ by `2π r`
  have he : exp (I * m * (mesh N (j + 1) : ℝ)) * exp (-(I * m * (mesh N j : ℝ))) =
      exp (((2 * π * ((m : ℝ) - N * r) / N : ℝ) : ℂ) * I) := by
    rw [← exp_add, exp_eq_exp_iff_exists_int]
    refine ⟨r, ?_⟩
    simp only [mesh]
    push_cast
    field_simp
    ring
  unfold link harmonic
  rw [map_mul, hc, ← he, ← mul_conj c]
  ring

/-- Aliasing: if `-N < 2 (m - N r) ≤ N`, the discrete winding of `c exp(i m k)` with `c ≠ 0`
on the `N`-point mesh is `m - N r`. -/
theorem discreteWinding_harmonic {c : ℂ} (hc : c ≠ 0) (m r : ℤ) (N : ℕ)
    (hlo : -(N : ℤ) < 2 * (m - N * r)) (hhi : 2 * (m - N * r) ≤ N) :
    discreteWinding (harmonic c m) N = m - N * r := by
  have hNz : (0 : ℤ) < N := by linarith
  have hN : 0 < N := by exact_mod_cast hNz
  have hNr : (0 : ℝ) < N := by exact_mod_cast hN
  have h1 : -(N : ℝ) < 2 * (m - N * r) := by exact_mod_cast hlo
  have h2 : 2 * ((m : ℝ) - N * r) ≤ N := by exact_mod_cast hhi
  -- the reduced phase step lies on the principal branch
  have hθ : 2 * π * ((m : ℝ) - N * r) / N ∈ Set.Ioc (-π) π := by
    constructor
    · rw [lt_div_iff₀ hNr]
      nlinarith [mul_pos Real.pi_pos (sub_pos.mpr h1)]
    · rw [div_le_iff₀ hNr]
      nlinarith [mul_nonneg Real.pi_pos.le (sub_nonneg.mpr h2)]
  have harg : ∀ j, arg (link (harmonic c m) N j) = 2 * π * ((m : ℝ) - N * r) / N := by
    intro j
    rw [link_harmonic c m r hN j, arg_real_mul _ (normSq_pos.mpr hc), exp_mul_I,
      arg_cos_add_sin_mul_I hθ]
  have hπ := Real.pi_pos.ne'
  have hN0 := hNr.ne'
  simp only [discreteWinding, harg, Finset.sum_const, Finset.card_range, nsmul_eq_mul]
  field_simp

/-- If `2 |m - N r| < N`, the loop `exp(i m k)` has continuum winding `m` and discrete
winding `m - N r` on the `N`-point mesh. -/
theorem aliasing (m r : ℤ) (N : ℕ) (h : 2 * |m - N * r| < N) :
    windingNumber (harmonic 1 m) = m ∧ discreteWinding (harmonic 1 m) N = m - N * r := by
  refine ⟨windingNumber_harmonic one_ne_zero m,
    discreteWinding_harmonic one_ne_zero m r N ?_ ?_⟩
  · linarith [neg_abs_le (m - N * r)]
  · linarith [le_abs_self (m - N * r)]

/-- For every `m` and `N ≥ 1`, the discrete winding of `c exp(i m k)` with `c ≠ 0` is
`m - N ⌊(2m + N - 1) / 2N⌋`. -/
theorem discreteWinding_closed_form {c : ℂ} (hc : c ≠ 0) (m : ℤ) {N : ℕ} (hN : 0 < N) :
    discreteWinding (harmonic c m) N =
      m - N * (((2 * m + N - 1) / (2 * N) : ℤ) : ℝ) := by
  have hNz : (0 : ℤ) < N := by exact_mod_cast hN
  have hpos : (0 : ℤ) < 2 * N := by linarith
  have h0 := Int.emod_nonneg (2 * m + N - 1) hpos.ne'
  have h1 := Int.emod_lt_of_pos (2 * m + N - 1) hpos
  rw [Int.emod_def] at h0 h1
  exact discreteWinding_harmonic hc m _ N (by linarith) (by linarith)

/-- The discrete winding of any loop on a mesh of `N ≥ 1` points lies in `(-N/2, N/2]`. -/
theorem discreteWinding_bounds (h : ℝ → ℂ) {N : ℕ} (hN : 0 < N) :
    -((N : ℝ) / 2) < discreteWinding h N ∧ discreteWinding h N ≤ (N : ℝ) / 2 := by
  have hπ : 0 < 2 * π := by positivity
  -- each link contributes an angle in `(-π, π]`
  have hlo : ∑ _j ∈ Finset.range N, (-π) < ∑ j ∈ Finset.range N, arg (link h N j) :=
    Finset.sum_lt_sum_of_nonempty ⟨0, Finset.mem_range.mpr hN⟩
      (fun j _ => neg_pi_lt_arg _)
  have hhi : ∑ j ∈ Finset.range N, arg (link h N j) ≤ ∑ _j ∈ Finset.range N, π :=
    Finset.sum_le_sum (fun j _ => arg_le_pi _)
  rw [Finset.sum_const, Finset.card_range, nsmul_eq_mul] at hlo hhi
  unfold discreteWinding
  constructor
  · rw [lt_div_iff₀ hπ]
    nlinarith
  · rw [div_le_iff₀ hπ]
    nlinarith

/-- On a mesh of `N ≥ 1` points, the discrete winding of `c exp(i m k)` with `c ≠ 0` equals
`m` exactly when `-N < 2m ≤ N`. -/
theorem discreteWinding_eq_iff {c : ℂ} (hc : c ≠ 0) (m : ℤ) {N : ℕ} (hN : 0 < N) :
    discreteWinding (harmonic c m) N = m ↔ -(N : ℤ) < 2 * m ∧ 2 * m ≤ N := by
  constructor
  · intro h
    obtain ⟨h1, h2⟩ := discreteWinding_bounds (harmonic c m) hN
    rw [h] at h1 h2
    have h3 : -(N : ℝ) < 2 * m := by linarith
    have h4 : 2 * (m : ℝ) ≤ N := by linarith
    exact ⟨by exact_mod_cast h3, by exact_mod_cast h4⟩
  · rintro ⟨h1, h2⟩
    have := discreteWinding_harmonic hc m 0 N (by linarith) (by linarith)
    simpa using this

/-- For `N/2 < m < N` and `c ≠ 0`, the loop `c exp(i m k)` has positive continuum winding `m`,
while its discrete winding is `m - N` and is negative. -/
theorem sign_reversal {c : ℂ} (hc : c ≠ 0) (m : ℤ) (N : ℕ)
    (h1 : (N : ℤ) < 2 * m) (h2 : m < N) :
    windingNumber (harmonic c m) = m ∧ 0 < m ∧
      discreteWinding (harmonic c m) N = m - N ∧ discreteWinding (harmonic c m) N < 0 := by
  have hw : discreteWinding (harmonic c m) N = m - N := by
    have := discreteWinding_harmonic hc m 1 N (by linarith) (by linarith)
    simpa using this
  have h3 : (m : ℝ) < N := by exact_mod_cast h2
  exact ⟨windingNumber_harmonic hc m, by omega, hw, by rw [hw]; linarith⟩

/-- The loop `exp(2 i k)` has continuum winding `2` and discrete winding `-1` on three
mesh points. -/
theorem sign_reversal_two_three :
    windingNumber (harmonic 1 2) = 2 ∧ discreteWinding (harmonic 1 2) 3 = -1 := by
  obtain ⟨h1, -, h2, -⟩ :=
    sign_reversal (c := 1) one_ne_zero 2 3 (by norm_num) (by norm_num)
  constructor
  · simpa using h1
  · rw [h2]
    norm_num

end

end WindingAliasing
```

```lean
#print axioms WindingAliasing.aliasing
#print axioms WindingAliasing.discreteWinding_closed_form
#print axioms WindingAliasing.discreteWinding_eq_iff
#print axioms WindingAliasing.sign_reversal_two_three
```

```
'WindingAliasing.aliasing' depends on axioms: [propext, Classical.choice, Quot.sound]
'WindingAliasing.discreteWinding_closed_form' depends on axioms: [propext, Classical.choice, Quot.sound]
'WindingAliasing.discreteWinding_eq_iff' depends on axioms: [propext, Classical.choice, Quot.sound]
'WindingAliasing.sign_reversal_two_three' depends on axioms: [propext, Classical.choice, Quot.sound]
```

## Loops, meshes and links as Lean objects

A loop is any function `h : ℝ → ℂ`. The matrix $H(k)$ does not appear, and the sign convention is that of $h$ itself: anticlockwise motion of $h$ with increasing $k$ counts as positive, and taking the other off-diagonal element sends $m$ to $-m$. `harmonic c m` is $c\,e^{imk}$ with `m : ℤ`. `windingNumber h` is $\nu[h]$ as a complex number, built from `deriv h k / h k` and the interval integral over $[0,2\pi]$. `mesh N j` is $k_j$, `link h N j` is $U_j$, and `discreteWinding h N` is the real number $\nu_N[h]$, summed over `Finset.range N`, that is $j=0,\dots,N-1$. The last link uses $h(k_N)=h(2\pi)$. A code that wraps the index and uses $h(k_0)$ gets the same link for a periodic loop. The links are not normalised; the unit link is $U_j/|c|^2=e^{i\theta}$, with `normSq c` equal to $|c|^2$, and it has the same argument. `arg` is the principal argument, equal to $+\pi$ on the negative real axis, which is the source of the asymmetry between the strict lower and the non-strict upper end of the window.

The theorems read as follows. `windingNumber_harmonic` gives $\nu=m$ under `hc : c ≠ 0`. `link_harmonic` gives $U_j=|c|^2e^{i\theta}$ for $N\ge1$, any $r$, any $j$ and any $c$, including zero. `discreteWinding_harmonic` is the window formula, with `hlo` and `hhi` the two ends of the window as integer inequalities. `aliasing` states, for $c=1$ and `2 * |m - N * r| < N`, that $\nu=m$ and $\nu_N=m-Nr$ together. `discreteWinding_closed_form` is the floor formula; the integer division in `(2 * m + N - 1) / (2 * N)` agrees with the floor because the divisor is positive. `discreteWinding_bounds` is the bound, with no assumption on `h`. `discreteWinding_eq_iff` is the criterion $-N<2m\le N$. `sign_reversal` collects $\nu=m$, $m>0$, $\nu_N=m-N$ and $\nu_N<0$ for $N<2m$ and $m<N$, and `sign_reversal_two_three` is the opening example.

## Six steps and their tactics

In `windingNumber_harmonic`, `hd` is the chain rule: the exponent $imk$ has derivative $im$ in the real variable, `h1.cexp` passes it through the exponential and `const_mul c` attaches the amplitude. `hlog` is $h'/h=im$, with the division cleared by `mul_ne_zero hc he`. `intervalIntegral.integral_const` evaluates the integral and `two_pi_I_ne_zero` allows the final division. This is step 1.

In `link_harmonic`, the local `hc` is $\overline{e^{imk}}=e^{-imk}$. For `he`, the lemma `exp_eq_exp_iff_exists_int` turns equality of two exponentials into equality of exponents up to an integer multiple of $2\pi i$, and the integer supplied is `r`. This is the relation $2\pi m/N=\theta+2\pi r$ of step 2. `mul_conj c` identifies $c\bar c$ with $|c|^2$.

In `discreteWinding_harmonic`, `hNz` extracts $N>0$ from the window. `hθ` places $\theta$ in `Set.Ioc (-π) π`; each `nlinarith` call is handed the product of $\pi$ with the slack in one end of the window, which is the multiplication in step 3. `harg` removes the positive factor with `arg_real_mul`, writes $e^{i\theta}=\cos\theta+i\sin\theta$ with `exp_mul_I`, and reads off the angle with `arg_cos_add_sin_mul_I hθ`. `Finset.sum_const` then gives $N\theta$. The theorem `aliasing` obtains both ends of the window from $-|x|\le x\le|x|$ with $x=m-Nr$.

In `discreteWinding_closed_form`, `h0` and `h1` are $0\le s$ and $s<2N$, and `Int.emod_def` rewrites $s$ as $2m+N-1-2Nr$, after which the window is linear arithmetic, as in step 4. In `discreteWinding_bounds`, the termwise facts `neg_pi_lt_arg` and `arg_le_pi` are summed. The strict side uses `Finset.sum_lt_sum_of_nonempty`, which needs at least one link, and this is where $N\ge1$ enters. `discreteWinding_eq_iff` uses the bound in one direction and the window with $r=0$ in the other. `sign_reversal` uses the window with $r=1$, and the example instantiates it at $m=2$, $N=3$.

## One harmonic, a uniform mesh, exact arithmetic

The values of $\nu$ and $\nu_N$ are established for the single harmonic only, on the uniform mesh that starts at $k=0$. A uniform mesh shifted by $k_0$ is not defined in the file, but for a harmonic it gives the samples of the amplitude $c\,e^{imk_0}\neq0$ on the unshifted mesh, so the same values hold. The SSH loop with both $v$ and $w$ nonzero, any sum of several harmonics, and non-uniform or adaptive meshes fall under none of the value formulas. For a general loop on the uniform mesh the file gives the interval $(-N/2,N/2]$ and nothing else: it does not show that $\nu[h]$ or $\nu_N[h]$ is an integer, and it gives no mesh size that makes the two agree. The bound assumes neither periodicity nor a gap. It covers loops that vanish at a mesh point because Mathlib sets the argument of zero to zero, so there the inequality holds while the number has no meaning as a winding. Edge states, the Zak phase and the link between $\nu$ and polarisation are not treated.

What follows is practical commentary and is not the content of any theorem in the file. For a loop with several harmonics the phase can advance quickly over a short stretch of $k$, typically near a small gap, so $N>2|\nu|$ should not be read as a sufficient rule there. A bound on $|h'/h|$ over the whole zone is the natural input for choosing $N$; it can be obtained from the hopping amplitudes, their ranges and the gap. At the upper end of the window, $2(m-Nr)=N$, every link lies on the negative real axis. The theorems assign $+\pi$ to each, while in floating point a rounding error or a signed zero in the imaginary part can send an individual link to $-\pi$ and shift the output by one per affected link. The strict condition of `aliasing` stays away from the branch cut: there $2|m-Nr|\le N-1$, so $|\theta|\le\pi-\pi/N$.
